# A Cartesian Gaussian shell of degree l contains (l+1)(l+2)/2 functions

A Cartesian Gaussian carries a prefactor xᵃyᵇzᶜ, and the full shell of degree l takes every choice of natural-number exponents with a + b + c = l. The theorem `shell_card` counts these exponent triples, stating that twice their number is (l+1)(l+2); the Gaussians themselves, with their widths and normalisation, do not appear. The proof relabels each triple by the pair s = b + c and b, where s runs from 0 to l and b from 0 to s. It checks that this relabelling can be undone in both directions, then sums the s + 1 choices of b over all s.

An attempt in Lean 4 with a fault in it:

```lean
import Mathlib

open Finset Filter Topology

namespace ShellCard

noncomputable section

/-- The full Cartesian shell of degree `l`: all exponent triples with sum `l`. -/
def shell (l : ℕ) : Finset (ℕ × ℕ × ℕ) :=
  (range (l + 1) ×ˢ range (l + 1) ×ˢ range (l + 1)).filter
    (fun p => p.1 + p.2.1 + p.2.2 = l)

/-- A Cartesian Gaussian belongs to the shell of degree `l` exactly when its exponents
sum to `l`. -/
theorem mem_shell {l a b c : ℕ} : (a, b, c) ∈ shell l ↔ a + b + c = l := by
  simp only [shell, mem_filter, mem_product, mem_range]
  omega

/-- A Cartesian shell of degree `l` has `(l+1)(l+2)/2` functions. -/
theorem shell_card (l : ℕ) : 2 * (shell l).card = (l + 1) * (l + 2) := by
  -- label a function by s = b + c and b
  have h : (shell l).card = ((range (l + 1)).sigma fun s => range (s + 1)).card := by
    refine Finset.card_nbij' (fun p => ⟨p.2.1 + p.2.2, p.2.1⟩)
      (fun q => (l - q.1, q.2, q.1 - q.2)) ?_ ?_ ?_ ?_
    · rintro ⟨a, b, c⟩ hp
      simp only [mem_coe, mem_shell] at hp
      simp only [mem_coe, mem_sigma, mem_range]
      omega
    · rintro ⟨s, b⟩ hq
      simp only [mem_coe, mem_sigma, mem_range] at hq
      simp only [mem_coe, mem_shell]
      omega
    · rintro ⟨a, b, c⟩ hp
      simp only [mem_coe, mem_shell] at hp
      simp only [Prod.mk.injEq]
      omega
    · rintro ⟨s, b⟩ hq
      simp only [mem_coe, mem_sigma, mem_range] at hq
      have hs : b + (s - b) = s := by omega
      simp only [hs]
  have hsum : ∀ n : ℕ, 2 * ∑ s ∈ range n, (s + 1) = n * (n + 1) := by
    intro n
    induction n with
    | zero => simp
    | succ n ih => rw [sum_range_succ, mul_add, ih]; ring
  rw [h, card_sigma]
  simp only [card_range]
  exact hsum (l + 1)

end

end ShellCard
```

The compiler's answer:

```
Main.lean:37:6: error: omega could not prove the goal:
a possible counterexample may satisfy the constraints
  f ≥ 0
  e ≥ 0
  d ≥ 0
  d + e - f ≤ 0
where
 d := ↑b
 e := ↑c
 f := ↑l
```

Diagnosis. The error falls in the check that relabelling a triple and going back returns the same triple. There `simp only [Prod.mk.injEq]` splits the equality of triples into three component equations. The middle one, `b = b`, becomes `True`, but without a lemma such as `true_and` it stays in the conjunction. To prove the goal, `omega` assumes its negation and splits it into cases. One case is `¬True`, which is absurd, but `omega` does not interpret it as an arithmetic fact and so finds no contradiction. This fits the reported counterexample, which contains only what follows from `a + b + c = l` and nonnegativity, with no trace of the goal's subtractions.

The arithmetic itself was within reach of `omega`. The repair has it prove the two nontrivial equations separately, as `h1` and `h2`, with no `True` in the way. Then `simp only [h1, h2]` rewrites the returned triple to `(a, b, c)`, and the goal closes by reflexivity.

The mended proof, as a diff:

```diff
@@ -34,6 +34,7 @@
     · rintro ⟨a, b, c⟩ hp
       simp only [mem_coe, mem_shell] at hp
-      simp only [Prod.mk.injEq]
-      omega
+      have h1 : l - (b + c) = a := by omega
+      have h2 : b + c - b = c := by omega
+      simp only [h1, h2]
     · rintro ⟨s, b⟩ hq
       simp only [mem_coe, mem_sigma, mem_range] at hq
```
